# The azimuth of a single moment drops out of magnetic neutron intensities averaged over an axis of order three or higher

Suppose a powder refinement of a collinear tetragonal magnet, measured with unpolarised neutrons, has the azimuth of the moment, its angle within the basal plane, as a free parameter. If the equivalent reflections overlap and have equal structure-factor amplitudes, the calculated intensities don't change as that angle varies. Any value that the fit returns for it then reflects the starting point or rounding errors, and nothing in the pattern can correct it. The calculation below shows which functions of the moment survive the average over equivalent reflections.

## The average over the axis

Let $q=(q_0,q_1,q_2)$ be the scattering vector and $m=(m_0,m_1,m_2)$ the moment, with component 2 along the rotation axis. Magnetic scattering sees only the part of $m$ perpendicular to $q$, so for $q\neq0$ the intensity, up to factors common to the equivalent reflections, is

$$I=\left|m-\frac{q\cdot m}{q\cdot q}\,q\right|^2=m\cdot m-\frac{(q\cdot m)^2}{q\cdot q}.$$

Rotate $q$ about the axis by $\theta_j=2\pi j/n$, for $j=0,\dots,n-1$, and write $R_j$ for the rotation. With

$$a=q_0m_0+q_1m_1,\qquad b=q_0m_1-q_1m_0,\qquad c=q_2m_2,$$

the scalar product, called the projection below although it is not divided by the length of $q$, is $R_jq\cdot m=a\cos\theta_j+b\sin\theta_j+c$. Its square is

$$c^2+\frac{a^2+b^2}{2}+\frac{a^2-b^2}{2}\cos2\theta_j+ab\sin2\theta_j+2ac\cos\theta_j+2bc\sin\theta_j.$$

The harmonics sum to zero. Put $\zeta=e^{2\pi i/n}$; if $n$ does not divide $k$, then $\zeta^k\ne1$ and

$$\sum_{j=0}^{n-1}e^{ik\theta_j}=\frac{\zeta^{kn}-1}{\zeta^k-1}=0.$$

For $n\ge3$ this covers $k=1$ and $k=2$. Since $a^2+b^2=(q_0^2+q_1^2)(m_0^2+m_1^2)$, the mean is

$$\big\langle(R_jq\cdot m)^2\big\rangle=q_2^2m_2^2+\tfrac12(q_0^2+q_1^2)(m_0^2+m_1^2).$$

Rotations preserve $q\cdot q$, so the averaged intensity is

$$\langle I\rangle=m\cdot m-\frac{q_2^2m_2^2+\frac12(q_0^2+q_1^2)(m_0^2+m_1^2)}{q\cdot q}.$$

## What the averaged intensities determine

Because $m_0^2+m_1^2=m\cdot m-m_2^2$, the average depends on the moment only through $m\cdot m$ and $m_2^2$. Two reflections recover both numbers. For $q$ along the axis, $\langle I\rangle=m\cdot m-m_2^2$; for $q$ in the basal plane, $\langle I\rangle=\frac12(m\cdot m+m_2^2)$. These two equations are independent.

Moments on a certain double cone about the axis mimic isotropy. If $\langle I\rangle=\frac23\,m\cdot m$ for every nonzero $q$, the axial reflection gives $3m_2^2=m\cdot m$. Conversely, that condition gives $m_0^2+m_1^2=2m_2^2$. The numerator in the average then becomes $m_2^2\,(q\cdot q)$, and $\langle I\rangle=m\cdot m-m_2^2=\frac23\,m\cdot m$.

The smallest order allowed is $n=3$. With $q$ and $m$ both the unit vector along direction 0, the squared projections are $1,\frac14,\frac14$, with mean $\frac12$, as for any higher order. At $n=2$ the second harmonic survives: the projections are $c+a$ and $c-a$, and the mean square is $c^2+a^2$. This contains the in-plane scalar product, so the azimuth matters again.

## Rotations, means and intensities in Lean

Vectors are functions `Fin 3 → ℝ`, and `⬝ᵥ` is the ordinary scalar product.

```lean
import Mathlib

open Matrix

namespace UniaxialMagneticDiffraction

noncomputable section
```

The angles are those of an $n$-fold axis, starting from zero.

```lean
/-- The angle of the `j`-th rotation of an `n`-fold axis. -/
def angle (n j : ℕ) : ℝ := 2 * Real.pi * j / n
```

The rotation acts on the scattering vector and leaves component 2 alone.

```lean
/-- Rotation of a vector about the z axis by the angle `θ`. -/
def rotZ (θ : ℝ) (q : Fin 3 → ℝ) : Fin 3 → ℝ :=
  ![Real.cos θ * q 0 - Real.sin θ * q 1, Real.sin θ * q 0 + Real.cos θ * q 1, q 2]
```

`axialMean n f q` is the mean of a function `f` over the $n$ rotated copies of `q`. Copies that coincide, as they do for `q` on the axis, are counted with their multiplicity.

```lean
/-- Mean of `f` over the `n` vectors obtained from `q` by an `n`-fold axis along z. -/
def axialMean (n : ℕ) (f : (Fin 3 → ℝ) → ℝ) (q : Fin 3 → ℝ) : ℝ :=
  (∑ j ∈ Finset.range n, f (rotZ (angle n j) q)) / n
```

The next two definitions are the perpendicular part of the moment and its squared length. At $q=0$ Lean's division returns zero and the intensity becomes $m\cdot m$, which has no physical meaning; the two equivalences at the end exclude that point.

```lean
/-- The part of the moment `m` perpendicular to the scattering vector `q`. -/
def perpMoment (q m : Fin 3 → ℝ) : Fin 3 → ℝ := m - ((q ⬝ᵥ m) / (q ⬝ᵥ q)) • q

/-- Magnetic intensity: the squared length of the perpendicular part of the moment. -/
def intensity (m q : Fin 3 → ℝ) : ℝ := perpMoment q m ⬝ᵥ perpMoment q m
```

The model has one moment vector and no form factor, structure factor or instrumental factor. It therefore suits a collinear structure whose equivalent reflections share the same structure-factor amplitude. Only the axis average is taken, with no accidental overlap of inequivalent reflections. The averages carry Shirane's name; the cubic one, in which the direction of the moment disappears altogether, is not treated here.

The average could also have been modelled by fixing $q$ and rotating $m$. The numbers would be the same, because $R_jq\cdot m=q\cdot R_j^{-1}m$ and the set of rotations contains its inverses. The statement would then describe one reflection from a single crystal with equally populated domains, related by the axis and all contributing to that reflection with the same amplitude, and the length to be preserved would be that of $m$.

## Harmonics and the squared projection

Three short lemmas write the scalar product in components, expand the projection of a rotated vector, and show that rotation preserves length. The last of these comes down to $\sin^2\theta+\cos^2\theta=1$.

```lean
private lemma dot3 (x y : Fin 3 → ℝ) : x ⬝ᵥ y = x 0 * y 0 + x 1 * y 1 + x 2 * y 2 := by
  simp only [dotProduct, Fin.sum_univ_three]

private lemma rotZ_dot (θ : ℝ) (q m : Fin 3 → ℝ) :
    rotZ θ q ⬝ᵥ m = (Real.cos θ * q 0 - Real.sin θ * q 1) * m 0
      + (Real.sin θ * q 0 + Real.cos θ * q 1) * m 1 + q 2 * m 2 := by
  rw [dot3]
  rfl

private lemma rotZ_norm (θ : ℝ) (q : Fin 3 → ℝ) : rotZ θ q ⬝ᵥ rotZ θ q = q ⬝ᵥ q := by
  rw [rotZ_dot, dot3]
  change (Real.cos θ * q 0 - Real.sin θ * q 1) * (Real.cos θ * q 0 - Real.sin θ * q 1)
    + (Real.sin θ * q 0 + Real.cos θ * q 1) * (Real.sin θ * q 0 + Real.cos θ * q 1)
    + q 2 * q 2 = _
  linear_combination (q 0 ^ 2 + q 1 ^ 2) * Real.sin_sq_add_cos_sq θ
```

`harmonic_sum` says that the cosine and sine sums of order $k$ both vanish when $n$ does not divide $k$. Its proof is the geometric series above. Mathlib supplies the fact that $\zeta$ is a primitive $n$-th root of unity, which gives $\zeta^k\neq1$; `hterm` identifies each exponential with $(\zeta^k)^j$, and `geom_sum_eq` sums them. The real and imaginary parts give the two claims.

```lean
/-- The `k`-th angular harmonic sums to zero over an `n`-fold axis unless `n` divides `k`. -/
theorem harmonic_sum {n k : ℕ} (hk : ¬ n ∣ k) :
    ∑ j ∈ Finset.range n, Real.cos (k * angle n j) = 0 ∧
    ∑ j ∈ Finset.range n, Real.sin (k * angle n j) = 0 := by
  rcases Nat.eq_zero_or_pos n with h0 | hpos
  · subst h0
    simp
  have hp := Complex.isPrimitiveRoot_exp n hpos.ne'
  obtain ⟨ζ, hζ⟩ : ∃ ζ : ℂ, ζ = Complex.exp (2 * Real.pi * Complex.I / n) := ⟨_, rfl⟩
  rw [← hζ] at hp
  have h1 : ζ ^ k ≠ 1 := fun h => hk (hp.dvd_of_pow_eq_one k h)
  have hterm : ∀ j : ℕ,
      Complex.exp (((k * angle n j : ℝ) : ℂ) * Complex.I) = (ζ ^ k) ^ j := by
    intro j
    rw [hζ, ← pow_mul, ← Complex.exp_nat_mul]
    congr 1
    simp only [angle]
    push_cast
    ring
  -- the harmonics form a geometric series of roots of unity
  have hs : ∑ j ∈ Finset.range n,
      Complex.exp (((k * angle n j : ℝ) : ℂ) * Complex.I) = 0 := by
    rw [Finset.sum_congr rfl (fun j _ => hterm j), geom_sum_eq h1, ← pow_mul,
      mul_comm k n, pow_mul, hp.pow_eq_one]
    simp
  constructor
  · have h := congrArg Complex.re hs
    rw [Complex.re_sum] at h
    simpa only [Complex.exp_ofReal_mul_I_re, Complex.zero_re] using h
  · have h := congrArg Complex.im hs
    rw [Complex.im_sum] at h
    simpa only [Complex.exp_ofReal_mul_I_im, Complex.zero_im] using h
```

The mean squared projection follows for every $n\ge3$ and all real vectors `q` and `m`. The proof applies `harmonic_sum` at $k=1$ and $k=2$. The step `tot` says that the sum of a trigonometric polynomial of second order is $n$ times its constant term, and `key` is the expansion in $a$, $b$ and $c$.

```lean
/-- The mean square of the scalar product of the rotated scattering vector and the moment, for an
axis of order three or higher. -/
theorem axialMean_sq {n : ℕ} (hn : 3 ≤ n) (q m : Fin 3 → ℝ) :
    axialMean n (fun p => (p ⬝ᵥ m) ^ 2) q =
      q 2 ^ 2 * m 2 ^ 2 + (q 0 ^ 2 + q 1 ^ 2) * (m 0 ^ 2 + m 1 ^ 2) / 2 := by
  have hn0 : (n : ℝ) ≠ 0 := Nat.cast_ne_zero.mpr (by omega)
  obtain ⟨c1, s1⟩ := harmonic_sum (n := n) (k := 1)
    (fun h => by have := Nat.le_of_dvd (by norm_num) h; omega)
  obtain ⟨c2, s2⟩ := harmonic_sum (n := n) (k := 2)
    (fun h => by have := Nat.le_of_dvd (by norm_num) h; omega)
  simp only [Nat.cast_one, one_mul] at c1 s1
  simp only [Nat.cast_ofNat] at c2 s2
  -- only the constant term of a second-order trigonometric polynomial survives
  have tot : ∀ C A B D E : ℝ, ∑ j ∈ Finset.range n,
      (C + A * Real.cos (2 * angle n j) + B * Real.sin (2 * angle n j)
        + D * Real.cos (angle n j) + E * Real.sin (angle n j)) = n * C := by
    intro C A B D E
    simp only [Finset.sum_add_distrib, ← Finset.mul_sum, c1, s1, c2, s2,
      Finset.sum_const, Finset.card_range, nsmul_eq_mul]
    ring
  have key : ∀ j : ℕ, (rotZ (angle n j) q ⬝ᵥ m) ^ 2 =
      (q 2 ^ 2 * m 2 ^ 2 + (q 0 ^ 2 + q 1 ^ 2) * (m 0 ^ 2 + m 1 ^ 2) / 2)
      + (((q 0 * m 0 + q 1 * m 1) ^ 2 - (q 0 * m 1 - q 1 * m 0) ^ 2) / 2)
        * Real.cos (2 * angle n j)
      + ((q 0 * m 0 + q 1 * m 1) * (q 0 * m 1 - q 1 * m 0)) * Real.sin (2 * angle n j)
      + (2 * (q 0 * m 0 + q 1 * m 1) * (q 2 * m 2)) * Real.cos (angle n j)
      + (2 * (q 0 * m 1 - q 1 * m 0) * (q 2 * m 2)) * Real.sin (angle n j) := by
    intro j
    rw [rotZ_dot, Real.cos_two_mul, Real.sin_two_mul]
    linear_combination (q 0 * m 1 - q 1 * m 0) ^ 2 * Real.sin_sq_add_cos_sq (angle n j)
  unfold axialMean
  rw [Finset.sum_congr rfl (fun j _ => key j), tot, mul_div_cancel_left₀ _ hn0]
```

The twofold mean is computed directly from its two angles, $0$ and $\pi$.

```lean
/-- For a twofold axis the mean square of the scalar product of the rotated scattering vector and
the moment is the sum of the squares of its axial and in-plane parts. -/
theorem axialMean_sq_twofold (q m : Fin 3 → ℝ) :
    axialMean 2 (fun p => (p ⬝ᵥ m) ^ 2) q =
      q 2 ^ 2 * m 2 ^ 2 + (q 0 * m 0 + q 1 * m 1) ^ 2 := by
  have h0 : angle 2 0 = 0 := by simp [angle]
  have h1 : angle 2 1 = Real.pi := by simp [angle]
  simp only [axialMean, Finset.sum_range_succ, Finset.sum_range_zero, zero_add, rotZ_dot,
    h0, h1, Real.cos_zero, Real.sin_zero, Real.cos_pi, Real.sin_pi]
  push_cast
  ring
```

## From the projection to the intensity

The formula for $I$ is stated multiplied by $q\cdot q$, which keeps division out of the statement; at $q=0$ both sides vanish. For nonzero $q$ the proof expands $|m-tq|^2$ for a general number $t$, and then uses $t\,(q\cdot q)=q\cdot m$, the defining property of the projection coefficient.

```lean
/-- The magnetic intensity multiplied by `q ⬝ᵥ q` is `(q ⬝ᵥ q) * (m ⬝ᵥ m)` less the square of the
scalar product `q ⬝ᵥ m`. -/
theorem intensity_eq (q m : Fin 3 → ℝ) :
    (q ⬝ᵥ q) * intensity m q = (q ⬝ᵥ q) * (m ⬝ᵥ m) - (q ⬝ᵥ m) ^ 2 := by
  by_cases h : q ⬝ᵥ q = 0
  · have hq : q = 0 := dotProduct_self_eq_zero.mp h
    subst hq
    simp
  have e : ∀ t : ℝ, (m - t • q) ⬝ᵥ (m - t • q) =
      m ⬝ᵥ m - 2 * t * (q ⬝ᵥ m) + t ^ 2 * (q ⬝ᵥ q) := by
    intro t
    simp only [dot3, Pi.sub_apply, Pi.smul_apply, smul_eq_mul]
    ring
  have ht : (q ⬝ᵥ m) / (q ⬝ᵥ q) * (q ⬝ᵥ q) = q ⬝ᵥ m := div_mul_cancel₀ _ h
  unfold intensity perpMoment
  rw [e]
  generalize (q ⬝ᵥ m) / (q ⬝ᵥ q) = t at ht ⊢
  linear_combination (t * (q ⬝ᵥ q) - q ⬝ᵥ m) * ht
```

The averaged intensity has the same form. In the proof, `per` applies the preceding identity to each rotated vector and uses `rotZ_norm` to replace its squared length by that of `q`. Summing over the axis then brings in `axialMean_sq`.

```lean
/-- The magnetic intensity averaged over an axis of order three or higher, written
multiplied by `q ⬝ᵥ q`. -/
theorem axialMean_intensity {n : ℕ} (hn : 3 ≤ n) (q m : Fin 3 → ℝ) :
    (q ⬝ᵥ q) * axialMean n (intensity m) q = (q ⬝ᵥ q) * (m ⬝ᵥ m) -
      (q 2 ^ 2 * m 2 ^ 2 + (q 0 ^ 2 + q 1 ^ 2) * (m 0 ^ 2 + m 1 ^ 2) / 2) := by
  have hn0 : (n : ℝ) ≠ 0 := Nat.cast_ne_zero.mpr (by omega)
  -- rotations leave the length of the scattering vector unchanged
  have per : ∀ j : ℕ, (q ⬝ᵥ q) * intensity m (rotZ (angle n j) q) =
      (q ⬝ᵥ q) * (m ⬝ᵥ m) - (rotZ (angle n j) q ⬝ᵥ m) ^ 2 := by
    intro j
    have h := intensity_eq (rotZ (angle n j) q) m
    rwa [rotZ_norm] at h
  rw [← axialMean_sq hn q m]
  unfold axialMean
  rw [← mul_div_assoc, Finset.mul_sum, Finset.sum_congr rfl (fun j _ => per j),
    Finset.sum_sub_distrib, Finset.sum_const, Finset.card_range, nsmul_eq_mul, sub_div,
    mul_div_cancel_left₀ _ hn0]
```

## Two reflections settle the converse

The next lemmas evaluate the average at the unit vectors along the axis and along direction 0 in the basal plane.

```lean
private lemma mean_axis {n : ℕ} (hn : 3 ≤ n) (m : Fin 3 → ℝ) :
    axialMean n (intensity m) ![0, 0, 1] = m ⬝ᵥ m - m 2 ^ 2 := by
  have h := axialMean_intensity hn ![0, 0, 1] m
  have d : (![0, 0, 1] : Fin 3 → ℝ) ⬝ᵥ ![0, 0, 1] = 1 := by simp
  rw [d] at h
  change 1 * _ = 1 * _ - ((1 : ℝ) ^ 2 * m 2 ^ 2
    + ((0 : ℝ) ^ 2 + (0 : ℝ) ^ 2) * (m 0 ^ 2 + m 1 ^ 2) / 2) at h
  linarith

private lemma mean_plane {n : ℕ} (hn : 3 ≤ n) (m : Fin 3 → ℝ) :
    axialMean n (intensity m) ![1, 0, 0] = m ⬝ᵥ m - (m 0 ^ 2 + m 1 ^ 2) / 2 := by
  have h := axialMean_intensity hn ![1, 0, 0] m
  have d : (![1, 0, 0] : Fin 3 → ℝ) ⬝ᵥ ![1, 0, 0] = 1 := by simp
  rw [d] at h
  change 1 * _ = 1 * _ - ((0 : ℝ) ^ 2 * m 2 ^ 2
    + ((1 : ℝ) ^ 2 + (0 : ℝ) ^ 2) * (m 0 ^ 2 + m 1 ^ 2) / 2) at h
  linarith
```

`same_pattern_iff` compares two moments `m` and `m'`. Their averaged intensities agree at every nonzero real scattering vector exactly when $m\cdot m=m'\cdot m'$ and $m_2^2=m_2'^2$. Besides the azimuth, the sign of the axial component is lost. From left to right, the proof uses only the two reflections just evaluated. From right to left, it shows that the sums $m_0^2+m_1^2$ and $m_0'^2+m_1'^2$ agree as well, and then cancels the nonzero factor $q\cdot q$. A measured pattern samples discrete scattering vectors, so recovering both numbers from data requires reflections that separate them.

```lean
/-- Two moments give the same averaged intensity at every nonzero scattering vector
exactly when their lengths and the squares of their axial components agree. -/
theorem same_pattern_iff {n : ℕ} (hn : 3 ≤ n) (m m' : Fin 3 → ℝ) :
    (∀ q : Fin 3 → ℝ, q ≠ 0 →
      axialMean n (intensity m) q = axialMean n (intensity m') q) ↔
    m ⬝ᵥ m = m' ⬝ᵥ m' ∧ m 2 ^ 2 = m' 2 ^ 2 := by
  have d := dot3 m m
  have d' := dot3 m' m'
  constructor
  · intro h
    -- one reflection along the axis and one in the basal plane suffice
    have hz := h ![0, 0, 1] (fun h0 => by simpa using congrFun h0 2)
    have hx := h ![1, 0, 0] (fun h0 => by simpa using congrFun h0 0)
    rw [mean_axis hn, mean_axis hn] at hz
    rw [mean_plane hn, mean_plane hn] at hx
    constructor <;> nlinarith
  · rintro ⟨h1, h2⟩ q hq0
    have hq : q ⬝ᵥ q ≠ 0 := fun h => hq0 (dotProduct_self_eq_zero.mp h)
    have hP : m 0 ^ 2 + m 1 ^ 2 = m' 0 ^ 2 + m' 1 ^ 2 := by nlinarith
    apply mul_left_cancel₀ hq
    rw [axialMean_intensity hn, axialMean_intensity hn, h1, h2, hP]
```

The last theorem characterises the isotropic pattern. For a nonzero moment, the condition $3m_2^2=m\cdot m$ means that the squared cosine of the angle to the axis is $\frac13$, an angle of about $54.7^\circ$. The zero moment satisfies both sides trivially. The proof needs only the axial reflection in one direction, and substitution into the averaged intensity in the other.

```lean
/-- The averaged intensity is two thirds of the squared moment at every nonzero scattering
vector exactly when the axial component carries one third of the squared moment. -/
theorem isotropic_pattern_iff {n : ℕ} (hn : 3 ≤ n) (m : Fin 3 → ℝ) :
    (∀ q : Fin 3 → ℝ, q ≠ 0 → axialMean n (intensity m) q = 2 / 3 * (m ⬝ᵥ m)) ↔
    3 * m 2 ^ 2 = m ⬝ᵥ m := by
  constructor
  · intro h
    have hz := h ![0, 0, 1] (fun h0 => by simpa using congrFun h0 2)
    rw [mean_axis hn] at hz
    linarith
  · intro h q hq0
    have hq : q ⬝ᵥ q ≠ 0 := fun h => hq0 (dotProduct_self_eq_zero.mp h)
    have d := dot3 m m
    have hP : m 0 ^ 2 + m 1 ^ 2 = 2 * m 2 ^ 2 := by nlinarith
    apply mul_left_cancel₀ hq
    rw [axialMean_intensity hn, hP, ← h, dot3 q q]
    ring

end

end UniaxialMagneticDiffraction
```

For electronic-structure work on magnetic crystals with an axis of order three or higher, this means that the azimuth of a calculated easy direction cannot be tested against intensities averaged in this single-moment model, whereas the calculated angle to the axis can, up to reversal of the axial component.

```lean
#print axioms UniaxialMagneticDiffraction.axialMean_sq_twofold
-- 'UniaxialMagneticDiffraction.axialMean_sq_twofold' depends on axioms: [propext, Classical.choice, Quot.sound]
#print axioms UniaxialMagneticDiffraction.axialMean_intensity
-- 'UniaxialMagneticDiffraction.axialMean_intensity' depends on axioms: [propext, Classical.choice, Quot.sound]
#print axioms UniaxialMagneticDiffraction.same_pattern_iff
-- 'UniaxialMagneticDiffraction.same_pattern_iff' depends on axioms: [propext, Classical.choice, Quot.sound]
#print axioms UniaxialMagneticDiffraction.isotropic_pattern_iff
-- 'UniaxialMagneticDiffraction.isotropic_pattern_iff' depends on axioms: [propext, Classical.choice, Quot.sound]
```
